# Upper bound on a symmetric increment when the slope departs at most linearly from its value at the origin

Let `f` be a real function of one real variable, for instance an energy along a displacement, with derivative `f'` everywhere, and suppose `f'` differs from its value at the origin by at most `M |x|` at every `x`. The lemma says that for a step `h ≥ 0` the increment `f h - f (-h)` exceeds the linear estimate `2 * h * f' 0` by at most `M * h ^ 2`. This is a one-sided bound, and the values of `f` are taken as exact. The proof forms the gap between the two sides as a function of the step, shows that its derivative is non-negative on the half-line from 0, and compares the gap at `h` with its value at 0, which is zero.

Lean 4 with Mathlib refuses this proof:

```lean
import Mathlib

open scoped ContDiff

namespace DifferentiationNoiseFloor

noncomputable section

/-- If the slope `f'` departs from its value at the origin by at most `M |x|`, the symmetric
increment of `f` exceeds its linear estimate by at most `M h ^ 2`. -/
theorem symmetric_increment_le {M h : ℝ} {f f' : ℝ → ℝ} (hh : 0 ≤ h)
    (hf : ∀ x, HasDerivAt f (f' x) x) (hb : ∀ x, |f' x - f' 0| ≤ M * |x|) :
    f h - f (-h) - 2 * h * f' 0 ≤ M * h ^ 2 := by
  have hd : ∀ t, HasDerivAt (fun s => M * s ^ 2 - (f s - f (-s) - 2 * s * f' 0))
      (M * (2 * t) - (f' t + f' (-t) - 2 * f' 0)) t := by
    intro t
    have h0 : HasDerivAt (fun s : ℝ => -s) (-1) t := (hasDerivAt_id' t).fun_neg
    have h1 : HasDerivAt (fun s => f (-s)) (f' (-t) * (-1)) t := (hf (-t)).comp t h0
    have h2 : HasDerivAt (fun s : ℝ => M * s ^ 2) (M * (2 * t)) t := by
      simpa using (hasDerivAt_pow 2 t).const_mul M
    have h3 : HasDerivAt (fun s : ℝ => 2 * s * f' 0) (2 * 1 * f' 0) t :=
      ((hasDerivAt_id' t).const_mul 2).mul_const (f' 0)
    exact (h2.fun_sub (((hf t).fun_sub h1).fun_sub h3)).congr_deriv (by ring)
  -- the gap between the two sides grows with the step
  have mono := monotoneOn_of_deriv_nonneg (convex_Ici (0 : ℝ))
    (fun t _ => (hd t).continuousAt.continuousWithinAt)
    (fun t _ => (hd t).differentiableAt.differentiableWithinAt)
    (fun t ht => by
      have ht0 : 0 ≤ t := interior_subset ht
      have h1 := (abs_le.1 (hb t)).2
      have h2 := (abs_le.1 (hb (-t))).2
      rw [abs_neg] at h2
      rw [abs_of_nonneg ht0] at h1 h2
      rw [(hd t).deriv]
      linarith)
  have h4 := mono (show (0 : ℝ) ∈ Set.Ici 0 from le_refl 0) (show h ∈ Set.Ici 0 from hh) hh
  simp only [neg_zero] at h4
  linarith

end

end DifferentiationNoiseFloor
```

Messages:

```
Main.lean:36:49: error: Type mismatch
  le_refl 0
has type
  0 ≤ 0
but is expected to have type
  0 ∈ Set.Ici 0
```

As a diff, the version that Lean accepts:

```diff
@@ -22,5 +22,5 @@
       ((hasDerivAt_id' t).const_mul 2).mul_const (f' 0)
     exact (h2.fun_sub (((hf t).fun_sub h1).fun_sub h3)).congr_deriv (by ring)
-  -- the gap between the two sides grows with the step
+  -- the gap between the two sides never decreases as the step grows
   have mono := monotoneOn_of_deriv_nonneg (convex_Ici (0 : ℝ))
     (fun t _ => (hd t).continuousAt.continuousWithinAt)
@@ -34,5 +34,5 @@
       rw [(hd t).deriv]
       linarith)
-  have h4 := mono (show (0 : ℝ) ∈ Set.Ici 0 from le_refl 0) (show h ∈ Set.Ici 0 from hh) hh
+  have h4 := mono (Set.mem_Ici.2 (le_refl (0 : ℝ))) (Set.mem_Ici.2 hh) hh
   simp only [neg_zero] at h4
   linarith
```

What went wrong. The error is in the proof that 0 lies in `Set.Ici 0`, the half-line on which the gap is monotone. Membership there unfolds to an inequality, and Lean accepts `hh` as a proof of `h ∈ Set.Ici 0` on the same line, so the unfolding itself is not the obstacle. The difference is that `hh` is already about real numbers, while the `0` in `le_refl 0` has no stated type. The expected type is written as a membership, not as an inequality, and Lean did not get the numeral's type from it. The message doesn't print which type the numeral was given, but a bare numeral with nothing to fix it defaults to a natural number, and an inequality between naturals can't prove one between reals.

The repair writes `le_refl (0 : ℝ)`, which fixes the type, and `Set.mem_Ici.2` turns that inequality into the membership explicitly. Using `Set.mem_Ici.2` for `hh` as well is mere tidying, as is the reworded comment, which now says "never decreases" because the monotonicity is not strict.
